# A single-excitation rotation has a Thouless form exactly when cos k ≠ 0

Take a Slater determinant in which orbital $p$ is occupied and orbital $q$ is empty, and turn $p$ towards $q$ through a real angle $k$. For small $k$ the determinant changes a little. At $k=\pi/2$ the electron has moved entirely into $q$, and the new determinant is orthogonal to the old one.

Two forms for such a state are compared here. Let $v$ be the reference determinant and $T$ the operator that moves the electron from $p$ to $q$. The unitary form is $e^{k(T-T^\dagger)}v$. The Thouless form is $c\,e^{zT}v$, with complex numbers $c$ and $z$ and with excitations only in the exponent. For a normalised reference and a single excitation, the two describe the same state when $\cos k\neq 0$, with $c=\cos k$ and $z=\tan k$, and no choice of $c$ and $z$ works when $\cos k=0$.

Hartree-Fock orbital optimisation often uses the unitary form, and coupled-cluster theory uses exponentials of excitations. The result translates between them for one excitation and one real angle. Thouless's theorem itself treats every determinant not orthogonal to the reference, with an amplitude for each occupied–empty pair.

## The reference and its excitation

```lean
import Mathlib

open Matrix

namespace SingleExcitationRotation

variable {n : Type*} [Fintype n]
```

The finite type `n` labels the basis states of the space in which $v$ lives. This is the many-electron space when $v$ is a determinant, so `n` does not count orbitals in general.

```lean
/-- `T` acts as a single excitation on the reference state `v`: exciting twice gives zero,
de-exciting the reference gives zero, and de-excitation undoes the excitation of `v`. -/
structure IsSingleExcitation (T : Matrix n n ℂ) (v : n → ℂ) : Prop where
  twice : T *ᵥ (T *ᵥ v) = 0
  deexcite : Tᴴ *ᵥ v = 0
  back : Tᴴ *ᵥ (T *ᵥ v) = v
```

Here `Matrix n n ℂ` is the type of complex square matrices, `n → ℂ` is the type of state vectors, `*ᵥ` is a matrix acting on a vector, and `Tᴴ` is $T^\dagger$. A `structure` ending in `Prop` is a named bundle of conditions:

$$T(Tv)=0,\qquad T^\dagger v=0,\qquad T^\dagger Tv=v.$$

For $T=a_q^\dagger a_p$ they say that the electron cannot be moved twice, that the reference has nothing in $q$ to move back, and that moving the electron out and back restores $v$. The file works with any matrix and vector obeying these relations; it does not construct determinants or fermion operators. A spin-summed excitation from a doubly occupied orbital to an empty one is excluded, because applying it twice gives a double excitation.

```lean
/-- If `T² = 0` and de-excitation undoes the excitation of `v`, then `T` acts as a single
excitation on `v`. -/
theorem isSingleExcitation_of_sq_zero {T : Matrix n n ℂ} {v : n → ℂ}
    (hT : T * T = 0) (hb : Tᴴ *ᵥ (T *ᵥ v) = v) : IsSingleExcitation T v where
  twice := by rw [Matrix.mulVec_mulVec, hT, Matrix.zero_mulVec]
  deexcite := by
    calc Tᴴ *ᵥ v = Tᴴ *ᵥ (Tᴴ *ᵥ (T *ᵥ v)) := by rw [hb]
      _ = (T * T)ᴴ *ᵥ (T *ᵥ v) := by
          rw [Matrix.conjTranspose_mul]
          exact Matrix.mulVec_mulVec _ _ _
      _ = 0 := by rw [hT, Matrix.conjTranspose_zero, Matrix.zero_mulVec]
  back := hb
```

If $T^2=0$ holds for the whole matrix, the second condition follows from the third:

$$T^\dagger v=T^\dagger(T^\dagger Tv)=(TT)^\dagger Tv=0.$$

The `calc` block contains these same equalities. Each `rw` replaces one side of a known equation by the other, and `hT` and `hb` are the names of the two assumptions.

```lean
/-- The singly excited state is orthogonal to the reference and has the same norm. -/
theorem excited_orthogonal {T : Matrix n n ℂ} {v : n → ℂ} (h : IsSingleExcitation T v) :
    star v ⬝ᵥ (T *ᵥ v) = 0 ∧ star (T *ᵥ v) ⬝ᵥ (T *ᵥ v) = star v ⬝ᵥ v := by
  constructor
  · have e := Matrix.star_mulVec Tᴴ v
    rw [h.deexcite, Matrix.conjTranspose_conjTranspose, star_zero] at e
    rw [Matrix.dotProduct_mulVec, ← e, zero_dotProduct]
  · rw [Matrix.star_mulVec, ← Matrix.dotProduct_mulVec, h.back]
```

The symbol `⬝ᵥ` multiplies components and adds them without conjugation, so `star v ⬝ᵥ w` is the inner product $\langle v|w\rangle$. The theorem states two facts:

$$\langle v|Tv\rangle=\langle T^\dagger v|v\rangle=0,\qquad \langle Tv|Tv\rangle=\langle v|T^\dagger Tv\rangle=\langle v|v\rangle.$$

The excited state is therefore orthogonal to the reference and has the same norm. The command `constructor` splits the "and" into two goals, one for each bullet.

## Exponentials acting on a state

```lean
variable [DecidableEq n]

/-- The matrix `exp(k(T - Tᴴ))` for a real parameter `k`, used below as an orbital rotation. -/
noncomputable def orbitalRotation (T : Matrix n n ℂ) (k : ℝ) : Matrix n n ℂ :=
  NormedSpace.exp ((k : ℂ) • (T - Tᴴ))
```

This defines $e^{k(T-T^\dagger)}$. The angle is real, and `(k : ℂ)` reads it as a complex number so that it can multiply a complex matrix. The generator is anti-Hermitian, as it should be for a unitary rotation.

```lean
/-- The exponential of an operator acts on a state through its power series. -/
theorem hasSum_exp_mulVec (A : Matrix n n ℂ) (w : n → ℂ) :
    HasSum (fun m : ℕ => ((m.factorial : ℂ)⁻¹) • (A ^ m *ᵥ w)) (NormedSpace.exp A *ᵥ w) := by
  let : NormedRing (Matrix n n ℂ) := Matrix.linftyOpNormedRing
  let : NormedAlgebra ℂ (Matrix n n ℂ) := Matrix.linftyOpNormedAlgebra
  have h : HasSum (fun m : ℕ => ((m.factorial : ℂ)⁻¹) • A ^ m) (NormedSpace.exp A) :=
    NormedSpace.exp_series_hasSum_exp' A
  let L : Matrix n n ℂ →+ (n → ℂ) :=
    { toFun := fun M => M *ᵥ w
      map_zero' := Matrix.zero_mulVec w
      map_add' := fun M N => Matrix.add_mulVec M N w }
  have hL : Continuous L := Continuous.matrix_mulVec continuous_id continuous_const
  have e : (fun m : ℕ => ((m.factorial : ℂ)⁻¹) • (A ^ m *ᵥ w)) =
      L ∘ fun m : ℕ => ((m.factorial : ℂ)⁻¹) • A ^ m := by
    funext m
    exact (Matrix.smul_mulVec _ _ _).symm
  rw [e]
  exact h.map L hL
```

`HasSum` says that a series converges to the stated value:

$$\sum_{m=0}^{\infty}\frac{1}{m!}A^m w=e^A w.$$

By hand one applies the exponential series to $w$ term by term. The proof justifies this. The matrix series converges (`h`), and the map $L:M\mapsto Mw$ is additive and continuous (`hL`), so it carries the sum of the matrices to the sum of the vectors.

```lean
/-- If `A w = μ w`, then `exp(A) w = exp(μ) w`. -/
theorem exp_mulVec_of_eigen {A : Matrix n n ℂ} {w : n → ℂ} {μ : ℂ} (h : A *ᵥ w = μ • w) :
    NormedSpace.exp A *ᵥ w = Complex.exp μ • w := by
  have hp : ∀ m : ℕ, A ^ m *ᵥ w = μ ^ m • w := by
    intro m
    induction m with
    | zero => simp
    | succ m ih =>
      rw [pow_succ, ← Matrix.mulVec_mulVec, h, Matrix.mulVec_smul, ih, smul_smul, pow_succ,
        mul_comm]
  have hs : HasSum (fun m : ℕ => ((m.factorial : ℂ)⁻¹) • μ ^ m) (Complex.exp μ) := by
    rw [Complex.exp_eq_exp_ℂ]
    exact NormedSpace.exp_series_hasSum_exp' μ
  have h1 := hasSum_exp_mulVec A w
  simp only [hp, ← smul_assoc] at h1
  exact h1.unique (hs.smul_const w)
```

If $Aw=\mu w$, then $A^m w=\mu^m w$ by induction on $m$, which is `hp`. Hence

$$e^A w=\sum_{m=0}^{\infty}\frac{\mu^m}{m!}w=e^\mu w.$$

In the last line, `unique` says that a series has only one limit, so the two expressions for it agree.

## The rotation formula

```lean
/-- Rotating the reference by a single excitation mixes it with the excited state:
`exp(k(T - Tᴴ)) v = cos k v + sin k T v`. -/
theorem orbitalRotation_mulVec {T : Matrix n n ℂ} {v : n → ℂ} (h : IsSingleExcitation T v)
    (k : ℝ) : orbitalRotation T k *ᵥ v =
      (Real.cos k : ℂ) • v + (Real.sin k : ℂ) • (T *ᵥ v) := by
  have a1 : (T - Tᴴ) *ᵥ v = T *ᵥ v := by rw [Matrix.sub_mulVec, h.deexcite, sub_zero]
  have a2 : (T - Tᴴ) *ᵥ (T *ᵥ v) = -v := by
    rw [Matrix.sub_mulVec, h.twice, h.back, zero_sub]
  -- the combinations v ∓ i T v are eigenvectors of the generator
  have hp : ((k : ℂ) • (T - Tᴴ)) *ᵥ (v - Complex.I • (T *ᵥ v)) =
      ((k : ℂ) * Complex.I) • (v - Complex.I • (T *ᵥ v)) := by
    rw [Matrix.smul_mulVec, Matrix.mulVec_sub, Matrix.mulVec_smul, a1, a2]
    funext i
    simp only [Pi.smul_apply, Pi.sub_apply, Pi.neg_apply, smul_eq_mul]
    linear_combination (k : ℂ) * (T *ᵥ v) i * Complex.I_sq
  have hm : ((k : ℂ) • (T - Tᴴ)) *ᵥ (v + Complex.I • (T *ᵥ v)) =
      (-(k : ℂ) * Complex.I) • (v + Complex.I • (T *ᵥ v)) := by
    rw [Matrix.smul_mulVec, Matrix.mulVec_add, Matrix.mulVec_smul, a1, a2]
    funext i
    simp only [Pi.smul_apply, Pi.add_apply, Pi.neg_apply, smul_eq_mul]
    linear_combination (k : ℂ) * (T *ᵥ v) i * Complex.I_sq
  -- the reference is half their sum
  have hv : (1 / 2 : ℂ) • ((v - Complex.I • (T *ᵥ v)) + (v + Complex.I • (T *ᵥ v))) = v := by
    module
  have hc : Complex.cos k =
      (Complex.exp (k * Complex.I) + Complex.exp (-k * Complex.I)) / 2 := rfl
  have hs : Complex.sin k =
      (Complex.exp (-k * Complex.I) - Complex.exp (k * Complex.I)) * Complex.I / 2 := rfl
  have key := congrArg (fun w => orbitalRotation T k *ᵥ w) hv
  beta_reduce at key
  rw [← key, Matrix.mulVec_smul, Matrix.mulVec_add, orbitalRotation,
    exp_mulVec_of_eigen hp, exp_mulVec_of_eigen hm, Complex.ofReal_cos, Complex.ofReal_sin,
    hc, hs]
  funext i
  simp only [Pi.smul_apply, Pi.add_apply, Pi.sub_apply, smul_eq_mul]
  ring
```

The claim is

$$e^{k(T-T^\dagger)}v=\cos k\,v+\sin k\,Tv.$$

Write $G=T-T^\dagger$. The three conditions give $Gv=Tv$ and $G(Tv)=-v$, which are `a1` and `a2`. The generator thus acts on $v$ and $Tv$ like a quarter turn in a plane. Its eigenvectors there are $v\mp iTv$:

$$G(v-iTv)=Tv+iv=i(v-iTv),$$
$$G(v+iTv)=Tv-iv=-i(v+iTv).$$

Multiplied by $k$, these are `hp` and `hm`. The tactic `linear_combination` checks them component by component, using $i^2=-1$. Since $v$ is half the sum of the two eigenvectors (`hv`), the previous theorem gives

$$e^{kG}v=\tfrac12\left[e^{ik}(v-iTv)+e^{-ik}(v+iTv)\right].$$

The coefficient of $v$ is $(e^{ik}+e^{-ik})/2=\cos k$. The coefficient of $Tv$ is $-i(e^{ik}-e^{-ik})/2=\sin k$. The lines `hc` and `hs` supply these exponential forms of cosine and sine, and `ring` does the remaining algebra.

## The Thouless form

```lean
/-- The exponential of a single excitation stops at first order on the reference:
`exp(z T) v = v + z T v` for every complex amplitude `z`. -/
theorem exp_excitation_mulVec {T : Matrix n n ℂ} {v : n → ℂ} (h : IsSingleExcitation T v)
    (z : ℂ) : NormedSpace.exp (z • T) *ᵥ v = v + z • (T *ᵥ v) := by
  have h2 : (z • T) *ᵥ ((z • T) *ᵥ v) = 0 := by
    rw [Matrix.smul_mulVec, Matrix.smul_mulVec, Matrix.mulVec_smul, h.twice, smul_zero,
      smul_zero]
  have hz : ∀ m ∉ Finset.range 2,
      ((m.factorial : ℂ)⁻¹) • ((z • T) ^ m *ᵥ v) = 0 := by
    intro m hm
    obtain ⟨j, rfl⟩ : ∃ j, m = j + 2 := ⟨m - 2, by rw [Finset.mem_range] at hm; omega⟩
    rw [pow_add, pow_two, ← Matrix.mulVec_mulVec, ← Matrix.mulVec_mulVec, h2,
      Matrix.mulVec_zero, smul_zero]
  rw [(hasSum_exp_mulVec (z • T) v).unique (hasSum_sum_of_ne_finset_zero hz),
    Finset.sum_range_succ, Finset.sum_range_one]
  simp [Matrix.smul_mulVec]
```

With only $T$ in the exponent, the series stops early. Every term with $m\ge 2$ contains $T(Tv)=0$, so

$$e^{zT}v=v+z\,Tv$$

for every complex $z$. In the proof, `hz` writes such an $m$ as $j+2$ and shows that its term vanishes. Only $m=0$ and $m=1$ are left to add.

```lean
/-- Thouless form of the rotated reference: if `T` acts as a single excitation on `v` and
`cos k ≠ 0`, then `exp(k(T - Tᴴ)) v = cos k exp(tan k T) v`. -/
theorem orbitalRotation_eq_thouless {T : Matrix n n ℂ} {v : n → ℂ}
    (h : IsSingleExcitation T v) {k : ℝ} (hk : Real.cos k ≠ 0) :
    orbitalRotation T k *ᵥ v =
      (Real.cos k : ℂ) • (NormedSpace.exp ((Real.tan k : ℂ) • T) *ᵥ v) := by
  have ht : (Real.cos k : ℂ) * (Real.tan k : ℂ) = (Real.sin k : ℂ) := by
    rw [← Complex.ofReal_mul, mul_comm, Real.tan_mul_cos hk]
  rw [orbitalRotation_mulVec h, exp_excitation_mulVec h, smul_add, smul_smul, ht]
```

When $\cos k\ne0$, the two formulas combine:

$$\cos k\,e^{\tan k\,T}v=\cos k\,v+\cos k\tan k\,Tv=\cos k\,v+\sin k\,Tv=e^{k(T-T^\dagger)}v.$$

The line `ht` is the identity $\cos k\tan k=\sin k$, and it is where the assumption `hk` enters. At $\cos k=0$ the tangent diverges in ordinary analysis, whereas Lean's `Real.tan` takes the value $0$ there by its convention for division by zero.

## Overlap and the excluded angles

```lean
/-- If `T` acts as a single excitation on a normalised reference `v`, the overlap of `v` with its
rotated image is `cos k`. -/
theorem overlap_eq_cos {T : Matrix n n ℂ} {v : n → ℂ} (h : IsSingleExcitation T v)
    (hv : star v ⬝ᵥ v = 1) (k : ℝ) :
    star v ⬝ᵥ (orbitalRotation T k *ᵥ v) = (Real.cos k : ℂ) := by
  rw [orbitalRotation_mulVec h, dotProduct_add, dotProduct_smul, dotProduct_smul,
    (excited_orthogonal h).1, hv, smul_zero, add_zero, smul_eq_mul, mul_one]
```

The assumption `hv` says that $v$ is normalised. Then

$$\langle v|e^{k(T-T^\dagger)}v\rangle=\cos k\,\langle v|v\rangle+\sin k\,\langle v|Tv\rangle=\cos k.$$

The overlap therefore vanishes at exactly the angles where the amplitude $\tan k$ has no finite value.

```lean
/-- If `T` acts as a single excitation on a normalised reference `v`, the rotated state is a
multiple of some `exp(z T) v` exactly when `cos k ≠ 0`. -/
theorem exists_thouless_iff {T : Matrix n n ℂ} {v : n → ℂ} (h : IsSingleExcitation T v)
    (hv : star v ⬝ᵥ v = 1) (k : ℝ) :
    (∃ c z : ℂ, orbitalRotation T k *ᵥ v = c • (NormedSpace.exp (z • T) *ᵥ v)) ↔
      Real.cos k ≠ 0 := by
  constructor
  · rintro ⟨c, z, hcz⟩ h0
    -- projecting on the reference gives c = cos k = 0
    have hc : c = 0 := by
      have e := congrArg (fun w => star v ⬝ᵥ w) hcz
      beta_reduce at e
      rw [overlap_eq_cos h hv, h0, exp_excitation_mulVec h, dotProduct_smul, dotProduct_add,
        dotProduct_smul, (excited_orthogonal h).1, hv] at e
      simpa using e.symm
    rw [hc, zero_smul, orbitalRotation_mulVec h, h0, Complex.ofReal_zero, zero_smul,
      zero_add] at hcz
    -- de-exciting what is left gives sin k v = 0
    have e2 := congrArg (fun w => Tᴴ *ᵥ w) hcz
    beta_reduce at e2
    rw [Matrix.mulVec_smul, h.back, Matrix.mulVec_zero] at e2
    rcases smul_eq_zero.mp e2 with hs | hz
    · have h1 := Real.sin_sq_add_cos_sq k
      rw [Complex.ofReal_eq_zero.mp hs, h0] at h1
      norm_num at h1
    · rw [hz] at hv
      simp at hv
  · intro hk
    exact ⟨_, _, orbitalRotation_eq_thouless h hk⟩
```

The Thouless formula with $c=\cos k$ and $z=\tan k$ is not available at $\cos k=0$, but that alone would leave room for some other $c$ and $z$. This theorem excludes them. The symbol `↔` means "if and only if", and the two bullets prove the two directions.

For the first direction, suppose that $\cos k=0$ and that the rotated state equals $c\,e^{zT}v=c(v+z\,Tv)$. Taking the overlap of both sides with $v$ gives $\cos k=c$, so $c=0$ and the rotated state is zero. By the rotation formula that state is $\sin k\,Tv$. Applying $T^\dagger$ gives $\sin k\,v=0$. Either $\sin k=0$, which contradicts $\sin^2k+\cos^2k=1$, or $v=0$, which contradicts normalisation. The command `rcases` separates these two possibilities.

For the other direction, $c=\cos k$ and $z=\tan k$ do the job. The underscores in `⟨_, _, orbitalRotation_eq_thouless h hk⟩` let Lean read these values off the earlier theorem.

The equivalence needs $v\ne0$: the zero vector has a Thouless form at every angle.

## One electron in two orbitals

```lean
/-- One electron in two orbitals: the matrix that moves it from the first orbital to the
second is a single excitation on the normalised state with the first orbital occupied. -/
theorem isSingleExcitation_witness :
    IsSingleExcitation (!![0, 0; 1, 0] : Matrix (Fin 2) (Fin 2) ℂ) ![1, 0] ∧
      star (![1, 0] : Fin 2 → ℂ) ⬝ᵥ ![1, 0] = 1 := by
  refine ⟨⟨?_, ?_, ?_⟩, ?_⟩
  · ext i
    fin_cases i <;> simp [Matrix.mulVec, dotProduct, Fin.sum_univ_succ]
  · ext i
    fin_cases i <;> simp [Matrix.mulVec, dotProduct, Fin.sum_univ_succ]
  · ext i
    fin_cases i <;> simp [Matrix.mulVec, dotProduct, Fin.sum_univ_succ]
  · simp [dotProduct, Fin.sum_univ_succ]

end SingleExcitationRotation
```

This is the smallest case with a nonzero reference, since $Tv$ is then a nonzero vector orthogonal to $v$ and at least two dimensions are required. Here

$$T=\begin{pmatrix}0&0\\1&0\end{pmatrix},\qquad v=\begin{pmatrix}1\\0\end{pmatrix},\qquad Tv=\begin{pmatrix}0\\1\end{pmatrix}.$$

The theorem verifies the three conditions and the normalisation. In the proof, `fin_cases i` goes through the two components and `simp` evaluates each one.

Putting these vectors into the general formulas gives

$$e^{k(T-T^\dagger)}v=\begin{pmatrix}\cos k\\\sin k\end{pmatrix},\qquad e^{zT}v=\begin{pmatrix}1\\z\end{pmatrix}.$$

For real $z$, the second vector points along a line of slope $z$ in the plane of the two orbitals. Rescaling it reaches every direction except the vertical one, where the electron is wholly in the second orbital and $\cos k=0$.

```lean
#print axioms SingleExcitationRotation.isSingleExcitation_of_sq_zero
#print axioms SingleExcitationRotation.orbitalRotation_eq_thouless
#print axioms SingleExcitationRotation.exists_thouless_iff
```

```
'SingleExcitationRotation.isSingleExcitation_of_sq_zero' depends on axioms: [propext, Classical.choice, Quot.sound]
'SingleExcitationRotation.orbitalRotation_eq_thouless' depends on axioms: [propext, Classical.choice, Quot.sound]
'SingleExcitationRotation.exists_thouless_iff' depends on axioms: [propext, Classical.choice, Quot.sound]
```
